# A one-particle state of two fermion modes has no anomalous contractions and no double occupation

The theorem `contractions` concerns two fermion modes in a one-particle state with weights p and 1 − p on the modes and a coherence c between them. It states that ⟨a₁†a₁⟩ = p, ⟨a₂†a₂⟩ = 1 − p, ⟨a₁†a₂⟩ = c* and ⟨a₁a₂†⟩ = −c, while ⟨a₁†a₂†⟩, ⟨a₁a₂⟩ and ⟨n₁n₂⟩ all vanish. Expectation values are traces against a 4 × 4 matrix of unit trace; p is any real number and c any complex number, so the identities do not need the matrix to be positive, as a physical state requires. The proof splits the statement into seven equations and gives each to the same `simp` call, which is to reduce the trace by `expect_coherent` and then compute the matrix entries that remain.

The first attempt, which Lean rejects:

```lean
import Mathlib

open Matrix

namespace WickCanonicalMixture

noncomputable section

/-- Operators on the Fock space of two fermion modes, in the basis
`Ω, a1†Ω, a2†Ω, a1†a2†Ω`. -/
abbrev Op := Matrix (Fin 4) (Fin 4) ℂ

/-- The annihilation operator of the first mode. -/
def a1 : Op := !![0, 1, 0, 0; 0, 0, 0, 0; 0, 0, 0, 1; 0, 0, 0, 0]

/-- The annihilation operator of the second mode, with its Jordan-Wigner sign. -/
def a2 : Op := !![0, 0, 1, 0; 0, 0, 0, -1; 0, 0, 0, 0; 0, 0, 0, 0]

/-- The vacuum vector `Ω`. -/
def vac : Fin 4 → ℂ := ![1, 0, 0, 0]

/-- The operator `|u⟩⟨v|`. -/
def ketbra (u v : Fin 4 → ℂ) : Op := vecMulVec u (star v)

/-- The canonical one-particle mixture: weight `p` on `a1†Ω` and `1 - p` on `a2†Ω`. -/
def mixture (p : ℝ) : Op :=
  (p : ℂ) • ketbra (a1ᴴ *ᵥ vac) (a1ᴴ *ᵥ vac) +
    (1 - (p : ℂ)) • ketbra (a2ᴴ *ᵥ vac) (a2ᴴ *ᵥ vac)

/-- The one-particle mixture with an added coherence `c` between the two modes. -/
def coherent (p : ℝ) (c : ℂ) : Op :=
  mixture p + c • ketbra (a1ᴴ *ᵥ vac) (a2ᴴ *ᵥ vac) +
    star c • ketbra (a2ᴴ *ᵥ vac) (a1ᴴ *ᵥ vac)

/-- The expectation value `tr(ρ A)`. -/
def expect (ρ A : Op) : ℂ := (ρ * A).trace

/-- The matrix of the one-particle state with coherence `c`. -/
theorem coherent_eq (p : ℝ) (c : ℂ) : coherent p c =
    !![0, 0, 0, 0; 0, (p : ℂ), c, 0; 0, star c, 1 - (p : ℂ), 0; 0, 0, 0, 0] := by
  ext i j
  fin_cases i <;> fin_cases j <;>
    simp [coherent, mixture, ketbra, vecMulVec_apply, Matrix.mulVec, dotProduct,
      Fin.sum_univ_four, a1, a2, vac]

/-- Expectation values in the one-particle state involve only the one-particle block
of the observable. -/
theorem expect_coherent (p : ℝ) (c : ℂ) (A : Op) : expect (coherent p c) A =
    (p : ℂ) * A 1 1 + (1 - (p : ℂ)) * A 2 2 + c * A 2 1 + star c * A 1 2 := by
  rw [coherent_eq]
  simp [-Matrix.cons_mul, expect, Matrix.trace, Matrix.mul_apply, Fin.sum_univ_four]
  ring

/-- The six contractions entering the Wick value of `⟨n1 n2⟩`, and `⟨n1 n2⟩` itself,
in the one-particle state with coherence `c`. -/
theorem contractions (p : ℝ) (c : ℂ) :
    expect (coherent p c) (a1ᴴ * a1) = p ∧
    expect (coherent p c) (a2ᴴ * a2) = 1 - p ∧
    expect (coherent p c) (a1ᴴ * a2ᴴ) = 0 ∧
    expect (coherent p c) (a1 * a2) = 0 ∧
    expect (coherent p c) (a1ᴴ * a2) = star c ∧
    expect (coherent p c) (a1 * a2ᴴ) = -c ∧
    expect (coherent p c) (a1ᴴ * a1 * (a2ᴴ * a2)) = 0 := by
  refine ⟨?_, ?_, ?_, ?_, ?_, ?_, ?_⟩ <;>
    simp [expect_coherent, Matrix.mul_apply, Fin.sum_univ_four, a1, a2]

end

end WickCanonicalMixture
```

Messages:

```
Main.lean:63:57: error: unsolved goals
case refine_6
p : ℝ
c : ℂ
⊢ ↑p * (![0, 0, 0, 0] ᵥ* !![0, 0, 1, 0; 0, 0, 0, -1; 0, 0, 0, 0; 0, 0, 0, 0]ᴴ) 1 +
          (1 - ↑p) * (![0, 0, 0, 1] ᵥ* !![0, 0, 1, 0; 0, 0, 0, -1; 0, 0, 0, 0; 0, 0, 0, 0]ᴴ) 2 +
        c * (![0, 0, 0, 1] ᵥ* !![0, 0, 1, 0; 0, 0, 0, -1; 0, 0, 0, 0; 0, 0, 0, 0]ᴴ) 1 +
      (starRingEnd ℂ) c * (![0, 0, 0, 0] ᵥ* !![0, 0, 1, 0; 0, 0, 0, -1; 0, 0, 0, 0; 0, 0, 0, 0]ᴴ) 2 =
    -c
```

What went wrong. The error reports one unsolved goal, `refine_6`, which is the equation ⟨a₁a₂†⟩ = −c. The trace has been reduced to four matrix entries, but these are stuck as entries of row-times-matrix products, written with `ᵥ*`.

Once `a1` is unfolded, the left factor of `a1 * a2ᴴ` is an explicit matrix, and the simp lemma `Matrix.cons_mul` rewrites the product row by row. The entries are then no longer entries of a matrix product, so `Matrix.mul_apply` cannot turn them into sums. The right factor is the conjugate transpose of an explicit matrix, not an explicit matrix itself, and `simp` gets no further with the row products.

The diff changes only the `simp` call, where `-Matrix.cons_mul` switches that lemma off. The product stays whole until `Matrix.mul_apply` writes each entry as a sum, `Fin.sum_univ_four` expands the sum into four terms, and `simp` can evaluate the individual entries and close the goal.

The mended proof, as a diff:

```diff
@@ -63,5 +63,5 @@
     expect (coherent p c) (a1ᴴ * a1 * (a2ᴴ * a2)) = 0 := by
   refine ⟨?_, ?_, ?_, ?_, ?_, ?_, ?_⟩ <;>
-    simp [expect_coherent, Matrix.mul_apply, Fin.sum_univ_four, a1, a2]
+    simp [-Matrix.cons_mul, expect_coherent, Matrix.mul_apply, Fin.sum_univ_four, a1, a2]
 
 end
```
